# The mean virtual photon number in a polariton vacuum is at least ν − 1/2, where ν is the symplectic eigenvalue of the reduced photon state

For finitely many polariton modes with frequencies w_k > 0 and photon weights c_k ≥ 0, the photon coordinate and momentum have vacuum variances X = Σ c_k/(2w_k) and P = Σ c_k w_k/2, in units with ħ = 1 and unit mass. The theorem states that the photon number counted with a reference frequency ω > 0, N = (ωX + P/ω − 1)/2, is at least ν − 1/2 with ν = √(XP), and that equality holds exactly when ω²X = P. The physical reading needs weights that sum to one, but the inequality and its equality condition do not, and the theorem does not assume it. The proof is the inequality between the arithmetic and geometric means of ωX and P/ω, obtained by comparing squares and then removing them with a small auxiliary lemma, `le_of_sq_le_sq`.

As first written in Lean, the proof fails:

```lean
import Mathlib

open Finset

namespace NuSubHalfLeVirtualPhotons

noncomputable section

variable {ι : Type*} [Fintype ι]

/-- Variance of the photon coordinate in the polariton vacuum, for nonnegative photon weights `c k`
summing to one and positive polariton frequencies `w k` (units with `ħ = 1` and unit mass). -/
def posVar (c w : ι → ℝ) : ℝ := ∑ k, c k / (2 * w k)

/-- Variance of the photon momentum in the polariton vacuum, for nonnegative photon weights summing
to one and positive polariton frequencies (units with `ħ = 1` and unit mass). -/
def momVar (c w : ι → ℝ) : ℝ := ∑ k, c k * w k / 2

/-- The symplectic eigenvalue `ν` of the reduced photon state: the square root of the product of the
two variances, for nonnegative photon weights summing to one and positive polariton frequencies. -/
def nu (c w : ι → ℝ) : ℝ := √(posVar c w * momVar c w)

/-- Mean photon number in the polariton vacuum, counted with the reference frequency `wc`, for
positive `wc`, positive polariton frequencies and nonnegative photon weights summing to one. -/
def virtualPhotons (wc : ℝ) (c w : ι → ℝ) : ℝ :=
  (wc * posVar c w + momVar c w / wc - 1) / 2

/-- For nonnegative weights and positive frequencies the coordinate variance is nonnegative. -/
theorem posVar_nonneg {c w : ι → ℝ} (hc : ∀ k, 0 ≤ c k) (hw : ∀ k, 0 < w k) :
    0 ≤ posVar c w :=
  sum_nonneg fun k _ => div_nonneg (hc k) (by linarith [hw k])

/-- For nonnegative weights, positive polariton frequencies and positive `wc`, the value
`virtualPhotons wc c w` is at least `ν - 1/2`, with equality exactly when `wc ^ 2` times the
coordinate variance is the momentum variance. -/
theorem nu_sub_half_le_virtualPhotons {c w : ι → ℝ} {wc : ℝ} (hc : ∀ k, 0 ≤ c k)
    (hw : ∀ k, 0 < w k) (hwc : 0 < wc) :
    nu c w - 1 / 2 ≤ virtualPhotons wc c w ∧
      (virtualPhotons wc c w = nu c w - 1 / 2 ↔ wc ^ 2 * posVar c w = momVar c w) := by
  have hX := posVar_nonneg hc hw
  have hP : 0 ≤ momVar c w :=
    sum_nonneg fun k _ => div_nonneg (mul_nonneg (hc k) (hw k).le) (by norm_num)
  -- `a` and `b` are twice the potential and kinetic energies in units of `wc`
  obtain ⟨b, hb⟩ : ∃ b, b = momVar c w / wc := ⟨_, rfl⟩
  have hb0 : 0 ≤ b := hb ▸ div_nonneg hP hwc.le
  have hPb : momVar c w = wc * b := by rw [hb]; field_simp
  have ha0 : 0 ≤ wc * posVar c w := mul_nonneg hwc.le hX
  have hsq : nu c w ^ 2 = wc * posVar c w * b := by
    unfold nu
    rw [Real.sq_sqrt (mul_nonneg hX hP), hPb]
    ring
  have hnu : 0 ≤ nu c w := Real.sqrt_nonneg _
  unfold virtualPhotons
  rw [← hb]
  refine ⟨?_, fun h => ?_, fun h => ?_⟩
  · have : nu c w ≤ (wc * posVar c w + b) / 2 :=
      le_of_sq_le_sq (by nlinarith [sq_nonneg (wc * posVar c w - b)]) (by linarith)
    linarith
  · have h1 : nu c w = (wc * posVar c w + b) / 2 := by linarith
    rw [h1] at hsq
    have h2 : (wc * posVar c w - b) ^ 2 = 0 := by linarith
    have h3 : wc * posVar c w - b = 0 := pow_eq_zero_iff (two_ne_zero) |>.1 h2
    rw [hPb]
    linear_combination wc * h3
  · have h1 : wc * posVar c w = b := by
      apply mul_left_cancel₀ hwc.ne'
      linarith
    have h2 : nu c w = b := by
      rw [h1] at hsq
      exact le_antisymm (le_of_sq_le_sq (by linarith) hb0) (le_of_sq_le_sq (by linarith) hnu)
    linarith
where
  le_of_sq_le_sq {x y : ℝ} (h : x ^ 2 ≤ y ^ 2) (hy : 0 ≤ y) : x ≤ y :=
    abs_le_of_sq_le_sq h hy |>.2

end

end NuSubHalfLeVirtualPhotons
```

Messages:

```
Main.lean:74:4: error: Invalid projection: Projections extract constructor fields for one-constructor inductive types. The expression
  abs_le_of_sq_le_sq h hy
has type `Real.le✝ |x| y` which is not a one-constructor inductive type.
```

Cause. The only error is in the auxiliary lemma, which must derive `x ≤ y` from `x ^ 2 ≤ y ^ 2` and `0 ≤ y`. The attempt takes the second component, `.2`, of `abs_le_of_sq_le_sq h hy`, as if that term proved a conjunction with `x ≤ y` as its second half. The message shows that it proves the single inequality `|x| ≤ y`. This is not a one-constructor inductive type, so Lean has no field to project and rejects the `.2`.

The repair uses the inequality as it stands. `le_abs_self x` gives `x ≤ |x|`, and `.trans` chains this with `|x| ≤ y` to give `x ≤ y`.

The other change, to the comment on `b`, is mere tidying: the old comment also described an `a` that the proof never introduces.

This version goes through:

```diff
@@ -41,5 +41,5 @@
   have hP : 0 ≤ momVar c w :=
     sum_nonneg fun k _ => div_nonneg (mul_nonneg (hc k) (hw k).le) (by norm_num)
-  -- `a` and `b` are twice the potential and kinetic energies in units of `wc`
+  -- `b` is the momentum variance divided by `wc`
   obtain ⟨b, hb⟩ : ∃ b, b = momVar c w / wc := ⟨_, rfl⟩
   have hb0 : 0 ≤ b := hb ▸ div_nonneg hP hwc.le
@@ -72,5 +72,5 @@
 where
   le_of_sq_le_sq {x y : ℝ} (h : x ^ 2 ≤ y ^ 2) (hy : 0 ≤ y) : x ≤ y :=
-    abs_le_of_sq_le_sq h hy |>.2
+    (le_abs_self x).trans (abs_le_of_sq_le_sq h hy)
 
 end
```
